# The uniform-grid second derivative of the Thomas–Fermi screening function diverges at the first node as the grid is refined

In a Thomas–Fermi atom the electrons screen a point nucleus, and the potential energy of an electron, measured from the chemical potential, is the bare Coulomb attraction times a screening function \(\chi(x)\), where \(x\) is the scaled distance from the nucleus. Poisson's equation and the local density–potential relation of a uniform electron gas give

\[
\chi''(x)=\frac{\chi(x)^{3/2}}{\sqrt{x}},\qquad \chi(0)=1 .
\]

The right-hand side is singular at the nucleus. What does the usual three-point formula for the second derivative return at the first grid node beside it, when the exact \(\chi\) is put on a uniform grid of spacing \(h\)?

In Lean 4 with Mathlib:

```lean
import Mathlib

open Filter Topology Set

namespace ThomasFermiGrid

noncomputable section
```

The first interior node is \(h\), with neighbours \(0\) and \(2h\). For a function \(u\), write

\[
D_u(h)=u(2h)-2u(h)+u(0),
\]

so that \(D_u(h)/h^2\) is the grid second derivative at \(h\).

```lean
/-- The three-point second difference of `u` on the grid nodes `0`, `h`, `2h`. -/
def secondDiff (u : ℝ → ℝ) (h : ℝ) : ℝ := u (2 * h) - 2 * u h + u 0
```

Near the nucleus \(\chi''\approx 1/\sqrt{x}\). Integrating twice gives the term \(w(x)=\tfrac43x^{3/2}\), up to a linear function, which \(D\) annihilates. The code calls this term `cusp`; it is not the cusp of Kato's condition, which concerns the electron density at the nucleus.

```lean
/-- The nuclear cusp term `(4/3) x^(3/2)`, for `x ≥ 0`. -/
def cusp (x : ℝ) : ℝ := 4 / 3 * x ^ (3 / 2 : ℝ)
```

The hypotheses on \(\chi\) are collected in `IsScreening χ R`. The condition `at_nucleus` says that the nuclear charge is unscreened at the origin, and `equation` says that \(\chi'\) has the derivative required by the Thomas–Fermi equation on \((0,R)\). Any \(R>0\) will do. No outer boundary condition is imposed, so neutral atoms and ions are treated alike. Neither a finite slope at \(0\) nor positivity is assumed; continuity already makes \(\chi\) positive close to the nucleus. The existence of such a \(\chi\) is not proved here.

```lean
/-- `χ` is a Thomas-Fermi screening function near the nucleus: it is continuous on `[0, R]`
with `R > 0`, equals one at the nucleus, and solves `χ'' = χ^(3/2) / √x` for `0 < x < R`. -/
structure IsScreening (χ : ℝ → ℝ) (R : ℝ) : Prop where
  radius_pos : 0 < R
  continuousOn : ContinuousOn χ (Icc 0 R)
  at_nucleus : χ 0 = 1
  differentiable : ∀ x ∈ Ioo 0 R, DifferentiableAt ℝ χ x
  equation : ∀ x ∈ Ioo 0 R, HasDerivAt (deriv χ) (χ x ^ (3 / 2 : ℝ) / √x) x
```

## The second difference of the cusp

Two elementary facts are needed: \(x^{3/2}=x\sqrt{x}\) for \(x>0\), and numerical bounds on the constant

\[
K=\tfrac43\,(2\sqrt2-2),\qquad 1.104<K<1.105 ,
\]

which follow from \(1.414<\sqrt2<1.4143\).

```lean
/-- For `x > 0`, the power `x^(3/2)` is `x √x`. -/
theorem rpow_three_halves {x : ℝ} (hx : 0 < x) : x ^ (3 / 2 : ℝ) = x * √x := by
  rw [show (3 / 2 : ℝ) = 1 + 1 / 2 by norm_num, Real.rpow_add hx, Real.rpow_one,
    Real.sqrt_eq_rpow]

/-- The number `(4/3)(2√2 - 2)` lies between 1.104 and 1.105. -/
theorem grid_constant_bounds :
    1.104 < 4 / 3 * (2 * √2 - 2) ∧ 4 / 3 * (2 * √2 - 2) < 1.105 := by
  have h1 : (1.414 : ℝ) < √2 := (Real.lt_sqrt (by norm_num)).2 (by norm_num)
  have h2 : √2 < (1.4143 : ℝ) := (Real.sqrt_lt' (by norm_num)).2 (by norm_num)
  constructor <;> linarith
```

Second differences respect inequalities between second derivatives. If \(u''\le v''\) on \((0,2h)\), then \(g=v-u\) has \(g''\ge0\) and is convex, so

\[
g(h)\le\tfrac12\bigl(g(0)+g(2h)\bigr),
\]

which rearranges to \(D_u(h)\le D_v(h)\). Derivatives are needed only inside the cell, with continuity at its ends, so the singularity at \(0\) does no harm. In the code `hc` is the convexity and `hm` the midpoint inequality.

```lean
/-- Comparison principle: if `h ≥ 0`, `u` and `v` are continuous on `[0, 2h]` and `u'' ≤ v''`
inside, then the second difference of `u` is at most that of `v`. -/
theorem secondDiff_le {u v u' v' u'' v'' : ℝ → ℝ} {h : ℝ} (hh : 0 ≤ h)
    (cu : ContinuousOn u (Icc 0 (2 * h))) (cv : ContinuousOn v (Icc 0 (2 * h)))
    (du : ∀ x ∈ Ioo 0 (2 * h), HasDerivAt u (u' x) x)
    (du' : ∀ x ∈ Ioo 0 (2 * h), HasDerivAt u' (u'' x) x)
    (dv : ∀ x ∈ Ioo 0 (2 * h), HasDerivAt v (v' x) x)
    (dv' : ∀ x ∈ Ioo 0 (2 * h), HasDerivAt v' (v'' x) x)
    (hle : ∀ x ∈ Ioo 0 (2 * h), u'' x ≤ v'' x) :
    secondDiff u h ≤ secondDiff v h := by
  -- the difference `v - u` is convex on the cell
  have hc : ConvexOn ℝ (Icc 0 (2 * h)) (fun x => v x - u x) := by
    refine convexOn_of_hasDerivWithinAt2_nonneg (f' := fun x => v' x - u' x)
      (f'' := fun x => v'' x - u'' x) (convex_Icc _ _) (cv.sub cu) ?_ ?_ ?_
    · intro x hx
      rw [interior_Icc] at hx ⊢
      exact ((dv x hx).fun_sub (du x hx)).hasDerivWithinAt
    · intro x hx
      rw [interior_Icc] at hx ⊢
      exact ((dv' x hx).fun_sub (du' x hx)).hasDerivWithinAt
    · intro x hx
      rw [interior_Icc] at hx
      exact sub_nonneg.2 (hle x hx)
  -- convexity at the midpoint `h` of `0` and `2h`
  have hm := hc.2 (show (0 : ℝ) ∈ Icc 0 (2 * h) from ⟨le_rfl, by linarith⟩)
    (show 2 * h ∈ Icc 0 (2 * h) from ⟨by linarith, le_rfl⟩)
    (show (0 : ℝ) ≤ 1 / 2 by norm_num) (show (0 : ℝ) ≤ 1 / 2 by norm_num) (by norm_num)
  simp only [smul_eq_mul] at hm
  rw [show (1 / 2 : ℝ) * 0 + 1 / 2 * (2 * h) = h by ring] at hm
  unfold secondDiff
  linarith
```

For the cusp, \(w'(x)=2\sqrt{x}\) and \(w''(x)=1/\sqrt{x}\) when \(x>0\).

```lean
/-- For `x > 0` the cusp term has slope `2√x` and second derivative `1/√x`. -/
theorem cusp_hasDerivAt {x : ℝ} (hx : 0 < x) :
    HasDerivAt cusp (2 * √x) x ∧ HasDerivAt (fun y => 2 * √y) (1 / √x) x := by
  have hs : √x ≠ 0 := (Real.sqrt_pos.2 hx).ne'
  constructor
  · have h := (Real.hasDerivAt_rpow_const (p := 3 / 2) (Or.inl hx.ne')).const_mul (4 / 3 : ℝ)
    refine h.congr_deriv ?_
    rw [Real.sqrt_eq_rpow, show (3 / 2 : ℝ) - 1 = 1 / 2 by norm_num]
    ring
  · exact ((Real.hasDerivAt_sqrt hx.ne').const_mul 2).congr_deriv (by field_simp)
```

Its second difference is exact at every \(h>0\):

\[
D_w(h)=\tfrac43\bigl((2h)^{3/2}-2h^{3/2}\bigr)=K\,h^{3/2}.
\]

```lean
/-- For `h > 0` the second difference of the cusp term is `(4/3)(2√2 - 2) h^(3/2)`. -/
theorem secondDiff_cusp {h : ℝ} (hh : 0 < h) :
    secondDiff cusp h = 4 / 3 * (2 * √2 - 2) * h ^ (3 / 2 : ℝ) := by
  unfold secondDiff cusp
  rw [Real.mul_rpow (by norm_num) hh.le, rpow_three_halves (two_pos : (0 : ℝ) < 2),
    Real.zero_rpow (by norm_num)]
  ring
```

## Squeezing the solution between two cusps

Let \(u''=q(x)/\sqrt{x}\) with \(q(x)\to c\) as \(x\downarrow0\). Given \(\varepsilon>0\), choose \(\delta\) so that \(|q-c|<\varepsilon/2\) on \((0,\delta)\). For \(h<\min(\delta,R)/2\), the whole cell satisfies

\[
\frac{c-\varepsilon/2}{\sqrt{x}}\le u''(x)\le\frac{c+\varepsilon/2}{\sqrt{x}} .
\]

Comparison with multiples of \(w\) gives

\[
(c-\tfrac{\varepsilon}{2})K\le\frac{D_u(h)}{h^{3/2}}\le(c+\tfrac{\varepsilon}{2})K ,
\]

so the quotient differs from \(cK\) by at most \(\varepsilon K/2<\varepsilon\), because \(K<2\). The two comparisons are `up` and `lo`. The filter `𝓝[>] 0` expresses \(h\downarrow0\).

```lean
/-- Let `R > 0`. If `u` is continuous on `[0, R]` and `u'' = q(x)/√x` on `(0, R)`, with `q(x) → c`
as `x` decreases to zero, then the second difference of `u` divided by `h^(3/2)` tends to
`(4/3)(2√2 - 2) c` as `h` decreases to zero. -/
theorem tendsto_secondDiff {u q : ℝ → ℝ} {R c : ℝ} (hR : 0 < R)
    (cu : ContinuousOn u (Icc 0 R)) (du : ∀ x ∈ Ioo 0 R, DifferentiableAt ℝ u x)
    (du' : ∀ x ∈ Ioo 0 R, HasDerivAt (deriv u) (q x / √x) x)
    (hq : Tendsto q (𝓝[>] 0) (𝓝 c)) :
    Tendsto (fun h => secondDiff u h / h ^ (3 / 2 : ℝ)) (𝓝[>] 0)
      (𝓝 (c * (4 / 3 * (2 * √2 - 2)))) := by
  rw [Metric.tendsto_nhds]
  intro ε hε
  obtain ⟨δ, hδ, hsub⟩ := mem_nhdsGT_iff_exists_Ioo_subset.1
    (Metric.tendsto_nhds.1 hq (ε / 2) (half_pos hε))
  have hδ0 : 0 < δ := hδ
  filter_upwards [Ioo_mem_nhdsGT (half_pos hδ0), Ioo_mem_nhdsGT (half_pos hR)] with h h1 h2
  have hh : 0 < h := h1.1
  have hR2 : 2 * h < R := by linarith [h2.2]
  have hin : ∀ x ∈ Ioo 0 (2 * h), x ∈ Ioo 0 R := fun x hx => ⟨hx.1, hx.2.trans hR2⟩
  have hqx : ∀ x ∈ Ioo 0 (2 * h), |q x - c| < ε / 2 := fun x hx =>
    hsub ⟨hx.1, by linarith [hx.2, h1.2]⟩
  have cu' : ContinuousOn u (Icc 0 (2 * h)) := cu.mono (Icc_subset_Icc_right hR2.le)
  have cc : Continuous cusp :=
    continuous_const.mul (continuous_id.rpow_const fun _ => Or.inr (by norm_num))
  have cv : ∀ a : ℝ, ContinuousOn (fun x => a * cusp x) (Icc 0 (2 * h)) := fun a =>
    (continuous_const.mul cc).continuousOn
  have sd : ∀ a : ℝ, secondDiff (fun x => a * cusp x) h
      = a * (4 / 3 * (2 * √2 - 2)) * h ^ (3 / 2 : ℝ) := by
    intro a
    rw [mul_assoc, ← secondDiff_cusp hh]
    unfold secondDiff
    ring
  -- squeeze `u` between two multiples of the cusp
  have up := secondDiff_le (v'' := fun x => (c + ε / 2) * (1 / √x)) hh.le cu' (cv (c + ε / 2))
    (fun x hx => (du x (hin x hx)).hasDerivAt) (fun x hx => du' x (hin x hx))
    (fun x hx => (cusp_hasDerivAt hx.1).1.const_mul _)
    (fun x hx => (cusp_hasDerivAt hx.1).2.const_mul _) (fun x hx => by
      show q x / √x ≤ (c + ε / 2) * (1 / √x)
      rw [div_eq_mul_one_div (q x)]
      exact mul_le_mul_of_nonneg_right (by linarith [(abs_lt.1 (hqx x hx)).2])
        (one_div_nonneg.2 (Real.sqrt_nonneg x)))
  have lo := secondDiff_le (u'' := fun x => (c - ε / 2) * (1 / √x)) hh.le (cv (c - ε / 2)) cu'
    (fun x hx => (cusp_hasDerivAt hx.1).1.const_mul _)
    (fun x hx => (cusp_hasDerivAt hx.1).2.const_mul _)
    (fun x hx => (du x (hin x hx)).hasDerivAt) (fun x hx => du' x (hin x hx)) (fun x hx => by
      show (c - ε / 2) * (1 / √x) ≤ q x / √x
      rw [div_eq_mul_one_div (q x)]
      exact mul_le_mul_of_nonneg_right (by linarith [(abs_lt.1 (hqx x hx)).1])
        (one_div_nonneg.2 (Real.sqrt_nonneg x)))
  rw [sd] at up lo
  have hp : 0 < h ^ (3 / 2 : ℝ) := Real.rpow_pos_of_pos hh _
  have up' := (div_le_iff₀ hp).2 up
  have lo' := (le_div_iff₀ hp).2 lo
  have hK : ε * (4 / 3 * (2 * √2 - 2)) < ε * 2 :=
    mul_lt_mul_of_pos_left (by linarith [grid_constant_bounds.2]) hε
  rw [Real.dist_eq, abs_lt]
  constructor <;> nlinarith
```

For the Thomas–Fermi equation \(q=\chi^{3/2}\), and continuity with \(\chi(0)=1\) gives \(c=1\).

```lean
/-- For a Thomas-Fermi screening function, `χ^(3/2)` tends to one at the nucleus. -/
theorem source_tendsto {χ : ℝ → ℝ} {R : ℝ} (hχ : IsScreening χ R) :
    Tendsto (fun x => χ x ^ (3 / 2 : ℝ)) (𝓝[>] 0) (𝓝 1) := by
  have h0 : Tendsto χ (𝓝[Icc 0 R] 0) (𝓝 (χ 0)) :=
    hχ.continuousOn 0 ⟨le_rfl, hχ.radius_pos.le⟩
  have h1 := h0.mono_left (nhdsWithin_le_of_mem
    (mem_of_superset (Ioo_mem_nhdsGT hχ.radius_pos) Ioo_subset_Icc_self))
  rw [hχ.at_nucleus] at h1
  have h2 := h1.rpow_const (p := 3 / 2) (Or.inl one_ne_zero)
  rwa [Real.one_rpow] at h2
```

Therefore

\[
\lim_{h\downarrow0}\frac{\chi(2h)-2\chi(h)+\chi(0)}{h^{3/2}}=K .
\]

```lean
/-- For a Thomas-Fermi screening function, `(χ(2h) - 2χ(h) + χ(0)) / h^(3/2)` tends to
`(4/3)(2√2 - 2)` as the grid spacing `h` decreases to zero. -/
theorem screening_secondDiff {χ : ℝ → ℝ} {R : ℝ} (hχ : IsScreening χ R) :
    Tendsto (fun h => (χ (2 * h) - 2 * χ h + χ 0) / h ^ (3 / 2 : ℝ)) (𝓝[>] 0)
      (𝓝 (4 / 3 * (2 * √2 - 2))) := by
  have h := tendsto_secondDiff hχ.radius_pos hχ.continuousOn hχ.differentiable hχ.equation
    (source_tendsto hχ)
  rw [one_mul] at h
  exact h
```

## A relative error of about ten percent in the limit

The exact \(\chi''(h)=\chi(h)^{3/2}/\sqrt{h}\) diverges too, so the fair test is the ratio:

\[
\frac{D_\chi(h)/h^2}{\chi''(h)}=\frac{D_\chi(h)/h^{3/2}}{\chi(h)^{3/2}}\longrightarrow K .
\]

The grid value is thus too large by a fraction that tends to \(K-1\), between 10.4 and 10.5 percent. For a solver that discretises the Thomas–Fermi equation for \(\chi\), with a point nucleus, on a uniform grid, this means that refinement does not remove the relative error of the three-point formula at the first node. The statement concerns the exact \(\chi\) inserted into the formula, not the error of a computed discrete solution.

```lean
/-- At the first node `h`, the ratio of the grid second derivative to the exact `χ''(h)` tends
to `(4/3)(2√2 - 2)` as `h` decreases to zero. -/
theorem relative_error {χ : ℝ → ℝ} {R : ℝ} (hχ : IsScreening χ R) :
    Tendsto (fun h => secondDiff χ h / h ^ 2 / deriv (deriv χ) h) (𝓝[>] 0)
      (𝓝 (4 / 3 * (2 * √2 - 2))) := by
  have h := (screening_secondDiff hχ).div (source_tendsto hχ) one_ne_zero
  rw [div_one] at h
  refine h.congr' ?_
  filter_upwards [Ioo_mem_nhdsGT hχ.radius_pos] with x hx
  have hs : √x ≠ 0 := (Real.sqrt_pos.2 hx.1).ne'
  have h2 : x ^ 2 = x * √x * √x := by
    rw [mul_assoc, Real.mul_self_sqrt hx.1.le, sq]
  rw [(hχ.equation x hx).deriv, h2, ← div_div, div_div_div_cancel_right₀ hs,
    ← rpow_three_halves hx.1]
  rfl
```

The absolute quantities follow by taking out a factor \(1/\sqrt{h}\):

\[
\frac{D_\chi(h)}{h^2}=\frac{1}{\sqrt{h}}\,\frac{D_\chi(h)}{h^{3/2}},\qquad
\frac{D_\chi(h)}{h^2}-\chi''(h)=\frac{1}{\sqrt{h}}\left(\frac{D_\chi(h)}{h^{3/2}}-\chi(h)^{3/2}\right).
\]

The factors multiplying \(1/\sqrt{h}\) tend to \(K\) and \(K-1\). Both limits are positive, so both expressions tend to \(+\infty\). In the code, `key` is the first identity and `hi` the divergence of \(1/\sqrt{h}\).

```lean
/-- As `h` decreases to zero, the grid second derivative at the first node diverges to `+∞`,
and so does its excess over the exact `χ''(h)`. -/
theorem grid_error_diverges {χ : ℝ → ℝ} {R : ℝ} (hχ : IsScreening χ R) :
    Tendsto (fun h => secondDiff χ h / h ^ 2) (𝓝[>] 0) atTop ∧
    Tendsto (fun h => secondDiff χ h / h ^ 2 - deriv (deriv χ) h) (𝓝[>] 0) atTop := by
  have hs : Tendsto (fun h : ℝ => √h) (𝓝[>] 0) (𝓝[>] 0) := by
    refine tendsto_nhdsWithin_iff.2 ⟨?_, ?_⟩
    · have h := (Real.continuous_sqrt.tendsto 0).mono_left
        (nhdsWithin_le_nhds (s := Ioi (0 : ℝ)))
      rwa [Real.sqrt_zero] at h
    · filter_upwards [self_mem_nhdsWithin] with x hx
      exact Real.sqrt_pos.2 hx
  have hi : Tendsto (fun h : ℝ => (√h)⁻¹) (𝓝[>] 0) atTop := tendsto_inv_nhdsGT_zero.comp hs
  have hD := screening_secondDiff hχ
  have key : ∀ x : ℝ, 0 < x →
      secondDiff χ x / x ^ 2 = secondDiff χ x / x ^ (3 / 2 : ℝ) * (√x)⁻¹ := by
    intro x hx
    have h2 : x ^ 2 = x * √x * √x := by
      rw [mul_assoc, Real.mul_self_sqrt hx.le, sq]
    rw [rpow_three_halves hx, h2, ← div_div, div_eq_mul_inv _ (√x)]
  constructor
  · refine (hD.pos_mul_atTop (by linarith [grid_constant_bounds.1]) hi).congr' ?_
    filter_upwards [self_mem_nhdsWithin] with x hx
    exact (key x hx).symm
  · -- the leading coefficient of the error is `(4/3)(2√2 - 2) - 1 > 0`
    refine ((hD.sub (source_tendsto hχ)).pos_mul_atTop
      (by linarith [grid_constant_bounds.1]) hi).congr' ?_
    filter_upwards [Ioo_mem_nhdsGT hχ.radius_pos] with x hx
    rw [(hχ.equation x hx).deriv, key x hx.1, div_eq_mul_inv _ (√x), ← sub_mul]
    rfl

end

end ThomasFermiGrid
```

```lean
#print axioms ThomasFermiGrid.relative_error
#print axioms ThomasFermiGrid.grid_error_diverges
```

```
'ThomasFermiGrid.relative_error' depends on axioms: [propext, Classical.choice, Quot.sound]
'ThomasFermiGrid.grid_error_diverges' depends on axioms: [propext, Classical.choice, Quot.sound]
```
